# The Born momentum-transfer cross section of a screened Coulomb scatterer and its logarithmic growth at weak screening

## The scatterer as an amplitude

The scatterer enters here through its Born amplitude, which is taken as a definition. Neither a potential nor the Schrödinger equation appears in the Lean file. Let $k$ be the wave number of the incoming particle, $x$ the cosine of the scattering angle, $m$ the inverse screening length and $g$ a real coupling strength. In an elastic collision the squared momentum transfer, in units of $\hbar^2$, is

$$q^2 = 2k^2(1-x),$$

and the amplitude is

$$f(x) = -\frac{g}{m^2+q^2}.$$

This is the first Born amplitude of the potential $V(r)=V_0e^{-mr}/r$ for a particle of mass $\mu$, with $g=2\mu V_0/\hbar^2$. The parameter $m$ describes screening: mobile charge rearranges around an impurity and hides its Coulomb field at distances beyond about $1/m$. It is a free parameter, independent of $k$.

A particle deflected through an angle with cosine $x$ loses the fraction $1-x$ of its forward momentum. Weighting the differential cross section by this fraction, and integrating over the azimuth to get a factor $2\pi$, gives the momentum-transfer cross section

$$\sigma(m) = 2\pi\int_{-1}^{1}(1-x)\,f(x)^2\,dx .$$

For carriers in an isotropic parabolic band that scatter from independent static impurities, this Born cross section times the impurity density and the carrier speed is the momentum relaxation rate that enters the ionized-impurity mobility.

## What the theorems say

Write $b=4k^2/m^2$ and

$$\Phi(b)=\log(1+b)-\frac{b}{1+b}.$$

For $k,m>0$ and every real $g$, the closed forms are

$$\int_{-1}^{1}\frac{1-x}{(m^2+2k^2(1-x))^2}\,dx=\frac{\Phi(b)}{4k^4},
\qquad
\sigma(m)=\frac{\pi g^2}{2k^4}\,\Phi(b).$$

Three consequences follow at fixed $k>0$.

- If $g\neq0$ and $0<m_1<m_2$, then $\sigma(m_2)<\sigma(m_1)$: stronger screening lowers the cross section.
- For every $m>0$, $\sigma(m)$ exceeds $\frac{\pi g^2}{2k^4}(\log b-1)$ by an amount between $0$ and $\frac{\pi g^2m^2}{4k^6}$.
- As $m\to0^+$, the ratio $\sigma(m)/\log(1/m)$ tends to $\pi g^2/k^4$. If $g\ne0$, $\sigma(m)$ itself therefore tends to infinity.

In Lean, `transferSq`, `bornAmplitude` and `transportCrossSection` are $q^2$, $f$ and $\sigma$, and `brooksHerring` is $\Phi$. All parameters are real numbers, so $k$ and $m$ are measured in one fixed unit of inverse length. A change of that unit shifts $\log(1/m)$ by a constant and leaves the form of the limit law intact. The symbol `𝓝[>] 0` means that $m$ approaches $0$ through positive values. The point $m=0$ plays no part in the limit, which matters because Lean gives a non-integrable function the integral $0$.

The function $\Phi$ is named after the Brooks–Herring treatment of impurity scattering. Their mobility formula also needs an average over carrier energies and a model for the screening length, while the theorems here concern a single wave number and a given $m$. They also leave open how close the Born cross section is to the exact one.

## The angular integral

Substitute $w=m^2+2k^2(1-x)$, the denominator of the amplitude. Then $1-x=(w-m^2)/(2k^2)$ and $dx=-dw/(2k^2)$. Forward scattering, $x=1$, gives $w=m^2$; backward scattering, $x=-1$, gives $w=m^2+4k^2$. Hence

$$\int_{-1}^{1}\frac{1-x}{w^2}\,dx
=\frac1{4k^4}\int_{m^2}^{m^2+4k^2}\left(\frac1w-\frac{m^2}{w^2}\right)dw
=\frac1{4k^4}\left[\log w+\frac{m^2}{w}\right]_{m^2}^{m^2+4k^2}.$$

Since $(m^2+4k^2)/m^2=1+b$, the bracket equals

$$\log(1+b)+\frac1{1+b}-1=\log(1+b)-\frac b{1+b}=\Phi(b).$$

Multiplying by $2\pi g^2$ gives the cross section.

## Stronger screening, smaller cross section

Let $0<a<b$ be two arguments of $\Phi$. The inequality $\log t\ge1-1/t$, at $t=(1+b)/(1+a)$, gives

$$\log(1+b)-\log(1+a)\ \ge\ 1-\frac{1+a}{1+b}=\frac{b-a}{1+b}.$$

The rational terms of $\Phi$ differ by

$$\frac b{1+b}-\frac a{1+a}=\frac{b-a}{(1+a)(1+b)}.$$

Subtracting,

$$\Phi(b)-\Phi(a)\ \ge\ \frac{a(b-a)}{(1+a)(1+b)}>0 .$$

Raising $m$ lowers $4k^2/m^2$, so it lowers $\Phi$, and with it $\sigma$ when $g\neq0$.

## The weak-screening formula and its limit

For $b>0$,

$$\Phi(b)-(\log b-1)=\log\left(1+\frac1b\right)+\frac1{1+b}.$$

Both terms on the right are nonnegative. The first is at most $1/b$ because $\log(1+u)\le u$, and the second is at most $1/b$ because $1+b\ge b$. The difference therefore lies between $0$ and $2/b=m^2/(2k^2)$. Multiplication by $\pi g^2/(2k^4)$ gives the stated error bound $\pi g^2m^2/(4k^6)$.

Now use $\log b=\log(4k^2)+2\log(1/m)$ and call the error $r(m)$:

$$\sigma(m)=\frac{\pi g^2}{k^4}\log\frac1m+\frac{\pi g^2}{2k^4}\bigl(\log(4k^2)-1\bigr)+r(m),\qquad r(m)\to0 .$$

After division by $\log(1/m)$, which tends to infinity, only the first coefficient survives. If $g\ne0$ that coefficient is positive, and $\sigma(m)$ grows without bound.

## The Lean file

```lean
import Mathlib

open Filter Topology

namespace BornMomentumTransfer

noncomputable section

/-- Squared momentum transfer in elastic scattering at wave number `k`, where `x` is the
cosine of the scattering angle. -/
def transferSq (k x : ℝ) : ℝ := 2 * k ^ 2 * (1 - x)

/-- Born amplitude of a screened Coulomb scatterer of strength `g` and inverse screening
length `m`, for `m > 0` and `-1 ≤ x ≤ 1`. -/
def bornAmplitude (g m k x : ℝ) : ℝ := -g / (m ^ 2 + transferSq k x)

/-- Momentum-transfer cross section: the squared Born amplitude, weighted by the lost fraction
`1 - x` of forward momentum and integrated over all directions. -/
def transportCrossSection (g m k : ℝ) : ℝ :=
  2 * Real.pi * ∫ x in (-1 : ℝ)..1, (1 - x) * bornAmplitude g m k x ^ 2

/-- The Brooks–Herring function `log (1 + b) - b / (1 + b)`, for `b > -1`. -/
def brooksHerring (b : ℝ) : ℝ := Real.log (1 + b) - b / (1 + b)

/-- An explicit primitive of the weighted angular integrand, at every `x` where the
denominator `m² + q²` is positive, for `k ≠ 0`. -/
theorem hasDerivAt_primitive {k m x : ℝ} (hk : k ≠ 0)
    (hw : 0 < m ^ 2 + 2 * k ^ 2 * (1 - x)) :
    HasDerivAt (fun y => -(1 / (4 * k ^ 4)) * (Real.log (m ^ 2 + 2 * k ^ 2 * (1 - y))
      + m ^ 2 / (m ^ 2 + 2 * k ^ 2 * (1 - y))))
      ((1 - x) / (m ^ 2 + 2 * k ^ 2 * (1 - x)) ^ 2) x := by
  have h1 : HasDerivAt (fun y => m ^ 2 + 2 * k ^ 2 * (1 - y)) (-(2 * k ^ 2)) x := by
    have h := (((hasDerivAt_id' x).const_sub 1).const_mul (2 * k ^ 2)).const_add (m ^ 2)
    exact h.congr_deriv (by ring)
  have hw' := hw.ne'
  have h2 := h1.log hw'
  have h3 := (hasDerivAt_const x (m ^ 2)).fun_div h1 hw'
  refine ((h2.fun_add h3).const_mul (-(1 / (4 * k ^ 4)))).congr_deriv ?_
  field_simp
  ring

/-- The integral of `(1 - x) / (m² + 2 k² (1 - x))²` over `-1 ≤ x ≤ 1` in closed form, for
`k, m > 0`. -/
theorem integral_momentumTransfer {k m : ℝ} (hk : 0 < k) (hm : 0 < m) :
    ∫ x in (-1 : ℝ)..1, (1 - x) / (m ^ 2 + 2 * k ^ 2 * (1 - x)) ^ 2
      = brooksHerring (4 * k ^ 2 / m ^ 2) / (4 * k ^ 4) := by
  -- screening keeps the denominator positive at all angles
  have hpos : ∀ x ∈ Set.uIcc (-1 : ℝ) 1, 0 < m ^ 2 + 2 * k ^ 2 * (1 - x) := by
    intro x hx
    rw [Set.uIcc_of_le (by norm_num)] at hx
    have h : 0 ≤ 1 - x := by linarith [hx.2]
    positivity
  have hint : IntervalIntegrable
      (fun x : ℝ => (1 - x) / (m ^ 2 + 2 * k ^ 2 * (1 - x)) ^ 2) MeasureTheory.volume (-1) 1 :=
    ContinuousOn.intervalIntegrable (ContinuousOn.div (by fun_prop) (by fun_prop)
      (fun x hx => pow_ne_zero 2 (hpos x hx).ne'))
  have key := intervalIntegral.integral_eq_sub_of_hasDerivAt
    (fun x hx => hasDerivAt_primitive hk.ne' (hpos x hx)) hint
  -- backward and forward scattering give the two endpoint values
  have e1 : m ^ 2 + 2 * k ^ 2 * (1 - 1) = m ^ 2 := by ring
  have e2 : m ^ 2 + 2 * k ^ 2 * (1 - -1) = m ^ 2 + 4 * k ^ 2 := by ring
  simp only [e1, e2] at key
  have hm2 : m ^ 2 ≠ 0 := by positivity
  have hs : m ^ 2 + 4 * k ^ 2 ≠ 0 := by positivity
  have e3 : 1 + 4 * k ^ 2 / m ^ 2 = (m ^ 2 + 4 * k ^ 2) / m ^ 2 := by
    rw [add_div, div_self hm2]
  rw [key, brooksHerring, e3, Real.log_div hs hm2]
  generalize Real.log (m ^ 2 + 4 * k ^ 2) = A
  generalize Real.log (m ^ 2) = B
  field_simp
  ring

/-- The Born momentum-transfer cross section of a screened Coulomb scatterer is
`π g² / (2 k⁴)` times the Brooks–Herring function of `4 k² / m²`, for `k, m > 0`. -/
theorem transportCrossSection_eq (g : ℝ) {k m : ℝ} (hk : 0 < k) (hm : 0 < m) :
    transportCrossSection g m k
      = Real.pi * g ^ 2 / (2 * k ^ 4) * brooksHerring (4 * k ^ 2 / m ^ 2) := by
  have h : (fun x : ℝ => (1 - x) * bornAmplitude g m k x ^ 2)
      = fun x => g ^ 2 * ((1 - x) / (m ^ 2 + 2 * k ^ 2 * (1 - x)) ^ 2) := by
    funext x
    rw [bornAmplitude, transferSq, div_pow]
    ring
  rw [transportCrossSection, h, intervalIntegral.integral_const_mul,
    integral_momentumTransfer hk hm]
  ring

/-- The Brooks–Herring function is strictly increasing for positive arguments. -/
theorem brooksHerring_lt {a b : ℝ} (ha : 0 < a) (hab : a < b) :
    brooksHerring a < brooksHerring b := by
  have ha1 : 0 < 1 + a := by linarith
  have hb1 : 0 < 1 + b := by linarith
  have hlog := Real.one_sub_inv_le_log_of_pos (div_pos hb1 ha1)
  rw [Real.log_div hb1.ne' ha1.ne', inv_div] at hlog
  -- what remains is a rational inequality
  have hrat : 0 < 1 - (1 + a) / (1 + b) - (b / (1 + b) - a / (1 + a)) := by
    have e : 1 - (1 + a) / (1 + b) - (b / (1 + b) - a / (1 + a))
        = a * (b - a) / ((1 + a) * (1 + b)) := by
      field_simp
      ring
    rw [e]
    exact div_pos (mul_pos ha (sub_pos.2 hab)) (mul_pos ha1 hb1)
  unfold brooksHerring
  linarith

/-- At fixed `k > 0` and nonzero coupling, raising `m` from one positive value to a larger one
(stronger screening) strictly lowers the momentum-transfer cross section. -/
theorem transportCrossSection_lt {g k m₁ m₂ : ℝ} (hg : g ≠ 0) (hk : 0 < k) (h₁ : 0 < m₁)
    (h₁₂ : m₁ < m₂) : transportCrossSection g m₂ k < transportCrossSection g m₁ k := by
  have h₂ : 0 < m₂ := h₁.trans h₁₂
  rw [transportCrossSection_eq g hk h₁, transportCrossSection_eq g hk h₂]
  have hb : 4 * k ^ 2 / m₂ ^ 2 < 4 * k ^ 2 / m₁ ^ 2 := by gcongr
  exact mul_lt_mul_of_pos_left (brooksHerring_lt (by positivity) hb) (by positivity)

/-- For `b > 0` the Brooks–Herring function exceeds `log b - 1` by at most `2 / b`, and never
falls below it. -/
theorem brooksHerring_tail {b : ℝ} (hb : 0 < b) :
    0 ≤ brooksHerring b - (Real.log b - 1) ∧
      brooksHerring b - (Real.log b - 1) ≤ 2 / b := by
  have hb1 : 0 < 1 + b := by linarith
  have hi : 0 < 1 / b := by positivity
  have hj : 0 < 1 / (1 + b) := by positivity
  have e1 : 1 + 1 / b = (1 + b) / b := by
    rw [add_div, div_self hb.ne', add_comm]
  have e2 : b / (1 + b) + 1 / (1 + b) = 1 := by
    rw [← add_div, add_comm b 1, div_self hb1.ne']
  have e3 : Real.log (1 + 1 / b) = Real.log (1 + b) - Real.log b := by
    rw [e1, Real.log_div hb1.ne' hb.ne']
  have l1 : 0 ≤ Real.log (1 + 1 / b) := Real.log_nonneg (by linarith)
  have l2 := Real.log_le_sub_one_of_pos (show 0 < 1 + 1 / b by linarith)
  have l3 : 1 / (1 + b) ≤ 1 / b := one_div_le_one_div_of_le hb (by linarith)
  have e4 : 2 / b = 1 / b + 1 / b := by ring
  unfold brooksHerring
  constructor <;> linarith

/-- Weak-screening formula with its error: for `k, m > 0` the cross section exceeds
`π g² / (2 k⁴) (log (4 k² / m²) - 1)` by an amount between `0` and `π g² m² / (4 k⁶)`. -/
theorem weakScreening_error (g : ℝ) {k m : ℝ} (hk : 0 < k) (hm : 0 < m) :
    0 ≤ transportCrossSection g m k
        - Real.pi * g ^ 2 / (2 * k ^ 4) * (Real.log (4 * k ^ 2 / m ^ 2) - 1) ∧
      transportCrossSection g m k
        - Real.pi * g ^ 2 / (2 * k ^ 4) * (Real.log (4 * k ^ 2 / m ^ 2) - 1)
        ≤ Real.pi * g ^ 2 * m ^ 2 / (4 * k ^ 6) := by
  obtain ⟨h0, h1⟩ := brooksHerring_tail (show 0 < 4 * k ^ 2 / m ^ 2 by positivity)
  have hC : 0 ≤ Real.pi * g ^ 2 / (2 * k ^ 4) := by positivity
  have e : 2 / (4 * k ^ 2 / m ^ 2) = m ^ 2 / (2 * k ^ 2) := by
    rw [div_div_eq_mul_div, div_eq_div_iff (by positivity) (by positivity)]
    ring
  rw [e] at h1
  rw [transportCrossSection_eq g hk hm, ← mul_sub]
  refine ⟨mul_nonneg hC h0, (mul_le_mul_of_nonneg_left h1 hC).trans (le_of_eq ?_)⟩
  ring

/-- For every real `g` and fixed `k > 0`, the cross section divided by `log (1 / m)` tends to
`π g² / k⁴` as the screening `m` tends to `0` from above. -/
theorem tendsto_div_log (g : ℝ) {k : ℝ} (hk : 0 < k) :
    Tendsto (fun m => transportCrossSection g m k / Real.log m⁻¹) (𝓝[>] 0)
      (𝓝 (Real.pi * g ^ 2 / k ^ 4)) := by
  have hL : Tendsto (fun m : ℝ => Real.log m⁻¹) (𝓝[>] 0) atTop :=
    Real.tendsto_log_atTop.comp tendsto_inv_nhdsGT_zero
  have hU : Tendsto (fun m : ℝ => Real.pi * g ^ 2 * m ^ 2 / (4 * k ^ 6)) (𝓝[>] 0) (𝓝 0) := by
    have hc : Continuous (fun m : ℝ => Real.pi * g ^ 2 * m ^ 2 / (4 * k ^ 6)) := by fun_prop
    exact (hc.tendsto' 0 0 (by simp)).mono_left nhdsWithin_le_nhds
  -- the error of the weak-screening formula vanishes
  have hr := tendsto_of_tendsto_of_tendsto_of_le_of_le' tendsto_const_nhds hU
    (eventually_mem_nhdsWithin.mono fun m hm => (weakScreening_error g hk hm).1)
    (eventually_mem_nhdsWithin.mono fun m hm => (weakScreening_error g hk hm).2)
  have hq := ((hr.const_add
    (Real.pi * g ^ 2 / (2 * k ^ 4) * (Real.log (4 * k ^ 2) - 1))).div_atTop hL).const_add
    (Real.pi * g ^ 2 / k ^ 4)
  rw [add_zero] at hq
  refine hq.congr' ?_
  filter_upwards [eventually_mem_nhdsWithin, hL.eventually_gt_atTop 0] with m hm hlog
  have hm0 : 0 < m := hm
  have e : Real.log (4 * k ^ 2 / m ^ 2) = Real.log (4 * k ^ 2) + 2 * Real.log m⁻¹ := by
    rw [Real.log_div (by positivity) (by positivity), Real.log_pow, Real.log_inv]
    push_cast
    ring
  rw [e, eq_div_iff hlog.ne', add_mul, div_mul_cancel₀ _ hlog.ne']
  ring

/-- For nonzero coupling and fixed `k > 0`, the momentum-transfer cross section grows without
bound as the screening is removed. -/
theorem tendsto_atTop_of_unscreened {g k : ℝ} (hg : g ≠ 0) (hk : 0 < k) :
    Tendsto (fun m => transportCrossSection g m k) (𝓝[>] 0) atTop := by
  have hL : Tendsto (fun m : ℝ => Real.log m⁻¹) (𝓝[>] 0) atTop :=
    Real.tendsto_log_atTop.comp tendsto_inv_nhdsGT_zero
  have hC : 0 < Real.pi * g ^ 2 / k ^ 4 := by positivity
  refine ((tendsto_div_log g hk).pos_mul_atTop hC hL).congr' ?_
  filter_upwards [hL.eventually_gt_atTop 0] with m hlog
  exact div_mul_cancel₀ _ hlog.ne'

end

end BornMomentumTransfer
```

```lean
#print axioms BornMomentumTransfer.transportCrossSection_eq
#print axioms BornMomentumTransfer.transportCrossSection_lt
#print axioms BornMomentumTransfer.tendsto_atTop_of_unscreened
```

```
'BornMomentumTransfer.transportCrossSection_eq' depends on axioms: [propext, Classical.choice, Quot.sound]
'BornMomentumTransfer.transportCrossSection_lt' depends on axioms: [propext, Classical.choice, Quot.sound]
'BornMomentumTransfer.tendsto_atTop_of_unscreened' depends on axioms: [propext, Classical.choice, Quot.sound]
```

## From the primitive to the cross section

`hasDerivAt_primitive` states that

$$-\frac1{4k^4}\left(\log w+\frac{m^2}{w}\right)$$

has the weighted integrand as its derivative in $x$. The minus sign comes from $dw/dx=-2k^2$, which is `h1`. The logarithm and the quotient are differentiated in `h2` and `h3`, and `field_simp` and `ring` bring the result to the required form.

`integral_momentumTransfer` applies the fundamental theorem of calculus, so the substitution made by hand becomes a check of a known primitive. The theorem needs two inputs. `hpos` shows that $w>0$ at every angle, which in the forward direction requires $m>0$, and `hint` deduces from continuity that the integrand is integrable. The equations `e1` and `e2` are the forward and backward values of $w$, and `e3` rewrites $1+b$ as their ratio, so that `Real.log_div` can split its logarithm. The two `generalize` lines then replace the logarithms by letters, and what is left is an identity of rational expressions.

`transportCrossSection_eq` rewrites the integrand as $g^2$ times the one just integrated, takes $g^2$ outside the integral and collects the prefactors.

## Inequalities and limits in Lean

In `brooksHerring_lt`, `hlog` is the logarithmic inequality at $t=(1+b)/(1+a)$, and `hrat` is the positive rational remainder $a(b-a)/((1+a)(1+b))$. Their sum is the claim, which `linarith` finds. `transportCrossSection_lt` transfers this to $\sigma$: `gcongr` compares the two values of $4k^2/m^2$, and `positivity` uses $g\neq0$ to show that the prefactor is strictly positive.

`brooksHerring_tail` follows the two-term splitting above. `l1` and `l2` bound $\log(1+1/b)$ from below and above, and `l3` bounds $1/(1+b)$. `weakScreening_error` inserts $b=4k^2/m^2$ and multiplies by the nonnegative prefactor.

In `tendsto_div_log`, `hU` says that the error bound tends to zero, and the squeeze theorem gives the same for the error itself in `hr`. Adding the constant $\frac{\pi g^2}{2k^4}(\log(4k^2)-1)$ and dividing by $\log(1/m)$ produces a term that vanishes, by `div_atTop`; the limit $\pi g^2/k^4$ is then added back. The last lines show that the resulting expression equals $\sigma(m)/\log(1/m)$ whenever $m>0$ and $\log(1/m)>0$. Both conditions hold for all sufficiently small positive $m$, which is enough for a limit.

`tendsto_atTop_of_unscreened` multiplies this ratio, whose limit is positive for $g\neq0$, by $\log(1/m)$. The product tends to infinity, and for small positive $m$ it equals $\sigma(m)$.
